# Onsager's dispersion relation fixes one nonnegative mode energy for positive couplings

The dispersion relation of the Ising transfer matrix gives the hyperbolic cosine of a mode energy, not the energy itself. If its right-hand side fell below 1 for some momentum, no real energy would satisfy it. Where the right-hand side exceeds 1, two real numbers of opposite sign satisfy it. Without a proof of existence and a choice of sign, "the energy of mode $k$" might name nothing or name two things, and a gap read off from the formula would have no firm meaning.

Let $a, b > 0$ and let $k$ be real. Then there is exactly one $g \ge 0$ with

$$\cosh g = \cosh a \cosh b - \sinh a \sinh b \cos k .$$

It satisfies $|a-b| \le g \le a+b$, and $g = 0$ if and only if $a = b$ and $\cos k = 1$.

For the ferromagnetic Ising model on the square lattice in zero field, $b$ can be read as $2K$, with $K$ the reduced coupling within a row. Then $a$ is $2K'^*$, where $K'$ is the reduced coupling between rows and its dual $K'^*$ is defined by $\tanh K'^* = e^{-2K'}$. When the model is described by non-interacting fermions, $g$ is the dimensionless excitation energy of the mode with momentum $k$, and the point $a = b$, where the $k = 0$ mode becomes gapless, is the critical point.

## The band from two forms of one equation

Write $C$ for the right-hand side of the relation and $s = \sinh a \sinh b$, which is positive. The addition formulas are

$$\cosh(a-b) = \cosh a\cosh b - s, \qquad \cosh(a+b) = \cosh a\cosh b + s .$$

Solving each for $\cosh a \cosh b$ and inserting the result into $C = \cosh a\cosh b - s\cos k$ gives

$$C = \cosh(a-b) + s(1-\cos k) = \cosh(a+b) - s(1+\cos k).$$

Since $-1 \le \cos k \le 1$, both correction terms have a definite sign, and

$$1 \le \cosh(a-b) \le C \le \cosh(a+b).$$

**Existence.** Because $C \ge 1$, the number $g = \operatorname{arsinh}\sqrt{C^2-1}$ is real and nonnegative. It satisfies $\cosh g = \sqrt{1+\sinh^2 g} = \sqrt{C^2} = C$.

**Uniqueness.** The hyperbolic cosine is strictly increasing on $[0,\infty)$, so two nonnegative solutions coincide.

**Bounds.** The hyperbolic cosine is even, so the inequalities for $C$ read $\cosh|a-b| \le \cosh g \le \cosh(a+b)$. All three arguments are nonnegative, and monotonicity gives $|a-b| \le g \le a+b$.

**Band edges.** Equality $g = |a-b|$ means $s(1-\cos k) = 0$, hence $\cos k = 1$ because $s \neq 0$. Equality $g = a+b$ means $s(1+\cos k) = 0$, hence $\cos k = -1$. Both steps can be reversed.

**Vanishing energy.** If $g = 0$, the lower bound forces $|a-b| = 0$, so $a = b$. Then $g$ equals $|a-b|$, and the edge condition gives $\cos k = 1$. Conversely, $\cos k = 1$ gives $g = |a-b|$, which is zero when $a = b$.

Positivity of the couplings matters. Take $a = 1$, $b = -1$ and $k = \pi$. Then $C = \cosh^2 1 - \sinh^2 1 = 1$, so $g = 0$, although $|a-b| = 2$ and $\cos k = -1$. Both the lower bound and the criterion for zero energy fail.

When $a$ and $b$ are both small, expanding the relation to second order gives $g^2 \approx a^2 + b^2 - 2ab\cos k$. This is the law of cosines for a triangle with sides $a$ and $b$ enclosing the angle $k$, and the band bounds become the triangle inequalities.

## The relation and the mode matrix in Lean

The development works with real couplings and a real momentum.

```lean
import Mathlib

namespace OnsagerDispersion

noncomputable section
```

The right-hand side $C$ becomes a function of three real numbers. Its definition imposes no sign on the couplings; positivity enters as a hypothesis in the theorems that need it. The momentum is any real number, so the boundary conditions that select allowed momenta on a finite lattice play no part.

```lean
/-- The right-hand side of Onsager's dispersion relation, for couplings `a`, `b` and
momentum `k`. -/
def coshEnergy (a b k : ℝ) : ℝ :=
  Real.cosh a * Real.cosh b - Real.sinh a * Real.sinh b * Real.cos k
```

The second definition is the two-by-two transfer matrix of a single momentum,

$$M = \begin{pmatrix} \cosh a & \sinh a \\ \sinh a & \cosh a \end{pmatrix}
\begin{pmatrix} \cosh b & -e^{ik}\sinh b \\ -e^{-ik}\sinh b & \cosh b \end{pmatrix}.$$

The two factors stand for the two kinds of bond, and the phase carries the momentum. For the lattice model, such a mode problem can be obtained by reducing the full transfer matrix; here the two-by-two matrix is the starting point, and neither that reduction nor the free energy is treated. Each factor is Hermitian, but their product in general is not.

```lean
/-- The transfer matrix of a single momentum mode: a product of two hyperbolic factors of strengths
`a` and `b`; the off-diagonal entries of the second carry a minus sign and the phases `exp (i k)`
and `exp (-i k)`. -/
def modeMatrix (a b k : ℝ) : Matrix (Fin 2) (Fin 2) ℂ :=
  !![(Real.cosh a : ℂ), (Real.sinh a : ℂ); (Real.sinh a : ℂ), (Real.cosh a : ℂ)] *
  !![(Real.cosh b : ℂ), -(Complex.exp ((k : ℂ) * Complex.I) * (Real.sinh b : ℂ));
     -(Complex.exp (-(k : ℂ) * Complex.I) * (Real.sinh b : ℂ)), (Real.cosh b : ℂ)]
```

## Edges and uniqueness

The first theorem states the two forms of $C$ as a conjunction. After the addition formulas are inserted, `ring` checks each identity. No positivity is needed.

```lean
/-- The right-hand side of the dispersion relation, rewritten in terms of `cosh (a - b)` and in
terms of `cosh (a + b)`. -/
theorem coshEnergy_from_edges (a b k : ℝ) :
    coshEnergy a b k = Real.cosh (a - b) + Real.sinh a * Real.sinh b * (1 - Real.cos k) ∧
    coshEnergy a b k = Real.cosh (a + b) - Real.sinh a * Real.sinh b * (1 + Real.cos k) := by
  rw [Real.cosh_sub, Real.cosh_add, coshEnergy]
  constructor <;> ring
```

Uniqueness is a separate lemma about two nonnegative numbers. The Mathlib result `Real.cosh_le_cosh` says that $\cosh x \le \cosh y$ holds exactly when $|x| \le |y|$. The lemma applies it to the two inequalities contained in $\cosh x = \cosh y$, removes the absolute values by nonnegativity, and concludes by antisymmetry.

```lean
/-- Two nonnegative energies with the same hyperbolic cosine are equal. -/
theorem energy_unique {x y : ℝ} (hx : 0 ≤ x) (hy : 0 ≤ y)
    (h : Real.cosh x = Real.cosh y) : x = y := by
  have h1 := Real.cosh_le_cosh.1 h.le
  have h2 := Real.cosh_le_cosh.1 h.ge
  rw [abs_of_nonneg hx, abs_of_nonneg hy] at h1 h2
  exact le_antisymm h1 h2
```

The next theorem concerns any nonnegative $g$ that solves the relation, and says at which momenta it reaches each edge. The proof has four parts, two for each equivalence. When the energy is assumed to lie at an edge, comparison with the matching form of $C$ leaves a product equal to zero; `hs` says that $s \ne 0$, so the factor containing $\cos k$ must vanish. When $\cos k$ is given, the correction term disappears and `energy_unique` identifies $g$ with the edge.

```lean
/-- For positive couplings, the nonnegative mode energy sits at the lower band edge `|a - b|`
exactly when `cos k = 1`, and at the upper band edge `a + b` exactly when `cos k = -1`. -/
theorem band_edges {a b k g : ℝ} (ha : 0 < a) (hb : 0 < b) (hg : 0 ≤ g)
    (h : Real.cosh g = coshEnergy a b k) :
    (g = |a - b| ↔ Real.cos k = 1) ∧ (g = a + b ↔ Real.cos k = -1) := by
  obtain ⟨hlow, hupp⟩ := coshEnergy_from_edges a b k
  have hs : Real.sinh a * Real.sinh b ≠ 0 :=
    (mul_pos (Real.sinh_pos_iff.2 ha) (Real.sinh_pos_iff.2 hb)).ne'
  refine ⟨⟨fun e => ?_, fun e => ?_⟩, ⟨fun e => ?_, fun e => ?_⟩⟩
  · rw [e, Real.cosh_abs, hlow] at h
    have h0 : Real.sinh a * Real.sinh b * (1 - Real.cos k) = 0 := by linarith
    have h1 := (mul_eq_zero.1 h0).resolve_left hs
    linarith
  · apply energy_unique hg (abs_nonneg _)
    rw [Real.cosh_abs, h, hlow, e]
    ring
  · rw [e, hupp] at h
    have h0 : Real.sinh a * Real.sinh b * (1 + Real.cos k) = 0 := by linarith
    have h1 := (mul_eq_zero.1 h0).resolve_left hs
    linarith
  · apply energy_unique hg (by linarith)
    rw [h, hupp, e]
    ring
```

## Existence, bounds and the zero of the energy

The main theorem takes `ha : 0 < a`, `hb : 0 < b` and an arbitrary real `k`. It returns one number `g` with the properties listed at the start of the text. The clause beginning `∀ g'` expresses uniqueness: any other nonnegative solution equals `g`. The bounds and the criterion for zero energy then refer to this same number. The condition `Real.cos k = 1` covers every integer multiple of $2\pi$, so momenta need not be restricted to one Brillouin zone.

The sign convention $g \ge 0$ is part of the statement. Some treatments give the $k = 0$ mode a signed energy, $a-b$ or $b-a$, which changes sign at criticality; the theorem describes its absolute value.

In the proof, `hm` and `hp` record that the two correction terms are nonnegative, and `hC` is the inequality $C \ge 1$. The witness for existence is the explicit $\operatorname{arsinh}\sqrt{C^2-1}$, and the rewriting that follows is the calculation $\cosh g = \sqrt{C^2} = C$. The bounds `h1` and `h2` come from `Real.cosh_le_cosh`, and the last part uses the lower-edge equivalence from `band_edges` as in the derivation by hand.

```lean
/-- **Onsager dispersion.** For positive couplings each momentum has exactly one nonnegative
mode energy `g`; it lies between `|a - b|` and `a + b`, and it vanishes if and only if
`a = b` and `cos k = 1`. -/
theorem onsager_dispersion {a b : ℝ} (ha : 0 < a) (hb : 0 < b) (k : ℝ) :
    ∃ g : ℝ, (0 ≤ g ∧ Real.cosh g = coshEnergy a b k) ∧
      (∀ g' : ℝ, 0 ≤ g' → Real.cosh g' = coshEnergy a b k → g' = g) ∧
      |a - b| ≤ g ∧ g ≤ a + b ∧ (g = 0 ↔ a = b ∧ Real.cos k = 1) := by
  obtain ⟨hlow, hupp⟩ := coshEnergy_from_edges a b k
  have hs : 0 ≤ Real.sinh a * Real.sinh b :=
    (mul_pos (Real.sinh_pos_iff.2 ha) (Real.sinh_pos_iff.2 hb)).le
  have hm : 0 ≤ Real.sinh a * Real.sinh b * (1 - Real.cos k) :=
    mul_nonneg hs (by linarith [Real.cos_le_one k])
  have hp : 0 ≤ Real.sinh a * Real.sinh b * (1 + Real.cos k) :=
    mul_nonneg hs (by linarith [Real.neg_one_le_cos k])
  have hC : 1 ≤ coshEnergy a b k := by linarith [Real.one_le_cosh (a - b)]
  -- existence: invert the hyperbolic cosine explicitly
  obtain ⟨g, hg, h⟩ : ∃ g : ℝ, 0 ≤ g ∧ Real.cosh g = coshEnergy a b k := by
    refine ⟨Real.arsinh (Real.sqrt (coshEnergy a b k ^ 2 - 1)),
      Real.arsinh_nonneg_iff.2 (Real.sqrt_nonneg _), ?_⟩
    rw [Real.cosh_arsinh, Real.sq_sqrt (by nlinarith),
      show 1 + (coshEnergy a b k ^ 2 - 1) = coshEnergy a b k ^ 2 by ring,
      Real.sqrt_sq (by linarith)]
  -- band bounds: compare hyperbolic cosines
  have h1 : |a - b| ≤ g := by
    have := Real.cosh_le_cosh.1 (show Real.cosh (a - b) ≤ Real.cosh g by linarith)
    rwa [abs_of_nonneg hg] at this
  have h2 : g ≤ a + b := by
    have := Real.cosh_le_cosh.1 (show Real.cosh g ≤ Real.cosh (a + b) by linarith)
    rwa [abs_of_nonneg hg, abs_of_nonneg (by linarith : 0 ≤ a + b)] at this
  refine ⟨g, ⟨hg, h⟩, fun g' hg' h' => energy_unique hg' hg (h'.trans h.symm), h1, h2, ?_⟩
  -- a vanishing energy forces the lower band edge itself to vanish
  have hedge := (band_edges ha hb hg h).1
  constructor
  · intro e
    have h0 : |a - b| = 0 := le_antisymm (by linarith) (abs_nonneg _)
    exact ⟨sub_eq_zero.1 (abs_eq_zero.1 h0), hedge.1 (by rw [e, h0])⟩
  · rintro ⟨e, hk⟩
    rw [hedge.2 hk, e, sub_self, abs_zero]
```

## Eigenvalues of the mode matrix

The link between $g$ and the matrix $M$ rests on its trace and determinant. Multiplying the factors and adding the diagonal entries gives

$$\operatorname{tr} M = 2\cosh a\cosh b - \sinh a\sinh b\,(e^{ik}+e^{-ik}) = 2C .$$

The determinant of a product is the product of the determinants, so

$$\det M = (\cosh^2 a - \sinh^2 a)(\cosh^2 b - e^{ik}e^{-ik}\sinh^2 b) = 1 .$$

The Lean proof follows these two lines. In the trace part, `h` is Euler's formula for the cosine. In the determinant part, `h` is the hyperbolic identity and `he` says that the two phases cancel. Each `linear_combination` call names the multiples of these equations that add up to the goal. The theorem holds for all real couplings.

```lean
/-- The mode transfer matrix has trace twice the right-hand side of the dispersion relation,
and determinant one. -/
theorem modeMatrix_trace_det (a b k : ℝ) :
    (modeMatrix a b k).trace = 2 * (coshEnergy a b k : ℂ) ∧ (modeMatrix a b k).det = 1 := by
  constructor
  · have h : Complex.exp ((k : ℂ) * Complex.I) + Complex.exp (-(k : ℂ) * Complex.I)
        = 2 * (Real.cos k : ℂ) := by
      rw [Complex.ofReal_cos, Complex.cos]
      ring
    rw [modeMatrix, Matrix.mul_fin_two, Matrix.trace_fin_two_of, coshEnergy]
    simp only [Complex.ofReal_sub, Complex.ofReal_mul]
    linear_combination (-((Real.sinh a : ℂ) * (Real.sinh b : ℂ))) * h
  · have h : ∀ x : ℝ, (Real.cosh x : ℂ) ^ 2 - (Real.sinh x : ℂ) ^ 2 = 1 := by
      intro x
      rw [← Complex.ofReal_pow, ← Complex.ofReal_pow, ← Complex.ofReal_sub,
        Real.cosh_sq_sub_sinh_sq, Complex.ofReal_one]
    have he : Complex.exp ((k : ℂ) * Complex.I) * Complex.exp (-(k : ℂ) * Complex.I) = 1 := by
      rw [← Complex.exp_add]
      simp
    rw [modeMatrix, Matrix.det_mul, Matrix.det_fin_two_of, Matrix.det_fin_two_of]
    linear_combination ((Real.cosh b : ℂ) ^ 2 - Complex.exp ((k : ℂ) * Complex.I) *
      Complex.exp (-(k : ℂ) * Complex.I) * (Real.sinh b : ℂ) ^ 2) * h a + h b
      - (Real.sinh b : ℂ) ^ 2 * he
```

For any two-by-two matrix, $\det(x\mathbb{1} - M) = x^2 - x\operatorname{tr}M + \det M$. If $\cosh g = C$, then $2C = e^g + e^{-g}$, and $e^g e^{-g} = 1$. Hence

$$\det(x\mathbb{1} - M) = x^2 - (e^g + e^{-g})x + 1 = (x - e^g)(x - e^{-g}).$$

The eigenvalues of $M$ are therefore $e^{g}$ and $e^{-g}$, which is the sense in which $g$ is an energy: it is the logarithm of an eigenvalue of the single-mode transfer matrix. The theorem states the factorisation for every complex `x`. It asks only that `g` solve the relation, since replacing $g$ by $-g$ merely exchanges the two roots.

In the proof, `hchar` is the general formula for the characteristic polynomial, while `hs` and `hp` give the sum and the product of the two exponentials.

```lean
/-- If `g` solves the dispersion relation, the characteristic polynomial of the mode transfer
matrix has the roots `exp g` and `exp (-g)`. -/
theorem modeMatrix_spectrum {a b k g : ℝ} (h : Real.cosh g = coshEnergy a b k) (x : ℂ) :
    (x • (1 : Matrix (Fin 2) (Fin 2) ℂ) - modeMatrix a b k).det =
      (x - (Real.exp g : ℂ)) * (x - (Real.exp (-g) : ℂ)) := by
  obtain ⟨ht, hd⟩ := modeMatrix_trace_det a b k
  have hchar : ∀ M : Matrix (Fin 2) (Fin 2) ℂ,
      (x • (1 : Matrix (Fin 2) (Fin 2) ℂ) - M).det = x ^ 2 - x * M.trace + M.det := by
    intro M
    simp [Matrix.det_fin_two, Matrix.trace_fin_two]
    ring
  have hs : (Real.exp g : ℂ) + (Real.exp (-g) : ℂ) = 2 * (coshEnergy a b k : ℂ) := by
    rw [← h, Real.cosh_eq]
    push_cast
    ring
  have hp : (Real.exp g : ℂ) * (Real.exp (-g) : ℂ) = 1 := by
    rw [← Complex.ofReal_mul, ← Real.exp_add, add_neg_cancel, Real.exp_zero,
      Complex.ofReal_one]
  rw [hchar, ht, hd]
  linear_combination x * hs - hp
```

## Closed form at equal couplings

For $a = b$ the relation simplifies. Using $\cosh^2 a = 1 + \sinh^2 a$ and $1 - \cos k = 2\sin^2(k/2)$,

$$\cosh g = \cosh^2 a - \sinh^2 a\cos k = 1 + 2\sinh^2 a\,\sin^2(k/2).$$

The left side equals $1 + 2\sinh^2(g/2)$, so $\sinh^2(g/2) = \sinh^2 a\,\sin^2(k/2)$. For $a \ge 0$ and $g \ge 0$ the nonnegative square root is

$$\sinh(g/2) = \sinh a\,|\sin(k/2)| .$$

For small $k$ this gives $g \approx |k|\sinh a$, the linear spectrum of a gapless mode at long wavelength.

The Lean theorem assumes only `0 ≤ a`, so it includes the trivial case $a = 0$, in which the energy vanishes at every momentum. The half-angle formulas are `h1` and `h2`. The facts `hl` and `hr` say that both sides of the goal are nonnegative, which allows the proof to compare their squares; the last line then combines the dispersion relation with $\cosh^2 a = 1 + \sinh^2 a$.

```lean
/-- For equal nonnegative couplings, the nonnegative mode energy `g` satisfies the closed form `sinh
(g / 2) = sinh a * |sin (k / 2)|`. -/
theorem equal_coupling_dispersion {a k g : ℝ} (ha : 0 ≤ a) (hg : 0 ≤ g)
    (h : Real.cosh g = coshEnergy a a k) :
    Real.sinh (g / 2) = Real.sinh a * |Real.sin (k / 2)| := by
  -- half-angle formulas on both sides
  have h1 : Real.cosh g = 1 + 2 * Real.sinh (g / 2) ^ 2 := by
    have e := Real.cosh_two_mul (g / 2)
    rw [show 2 * (g / 2) = g by ring] at e
    linarith [Real.cosh_sq (g / 2)]
  have h2 : Real.cos k = 1 - 2 * Real.sin (k / 2) ^ 2 := by
    have e := Real.cos_two_mul (k / 2)
    rw [show 2 * (k / 2) = k by ring] at e
    linarith [Real.sin_sq_add_cos_sq (k / 2)]
  rw [coshEnergy, h1, h2] at h
  have hl : 0 ≤ Real.sinh (g / 2) := Real.sinh_nonneg_iff.2 (by linarith)
  have hr : 0 ≤ Real.sinh a * |Real.sin (k / 2)| :=
    mul_nonneg (Real.sinh_nonneg_iff.2 ha) (abs_nonneg _)
  apply (sq_eq_sq₀ hl hr).1
  rw [mul_pow, sq_abs]
  linear_combination h / 2 + Real.cosh_sq a / 2

end

end OnsagerDispersion
```

```lean
#print axioms OnsagerDispersion.onsager_dispersion
#print axioms OnsagerDispersion.modeMatrix_spectrum
#print axioms OnsagerDispersion.equal_coupling_dispersion
```

```
'OnsagerDispersion.onsager_dispersion' depends on axioms: [propext, Classical.choice, Quot.sound]
'OnsagerDispersion.modeMatrix_spectrum' depends on axioms: [propext, Classical.choice, Quot.sound]
'OnsagerDispersion.equal_coupling_dispersion' depends on axioms: [propext, Classical.choice, Quot.sound]
```
